# Level splitting times half-line overlap equals the midplane flux, for two states of one potential in one dimension

## States, energies and flux

Let x ≥ 0 be the distance from a midplane at x = 0, in units with ħ = m = 1. Two real functions g and w, with energies Eg and Eu, describe one particle in a potential V. In a symmetric double well, g would be the even state and w the odd one. A prime denotes a derivative, taken from the right at x = 0. The flux between the two states is

F(x) = (g(x) w′(x) − w(x) g′(x)) / 2.

If both functions solve the Schrödinger equation on the half-line, w(0) = 0, g w is integrable and F tends to 0 at infinity, then

(Eu − Eg) ∫₀^∞ g w dx = g(0) w′(0) / 2.

For one particle in one dimension, this ties a tunnelling splitting to midplane values and a half-line overlap, a small model of the surface-integral treatment of exchange splittings in molecules. The consequences of removing a hypothesis, discussed below, are argued in prose only.

```lean
import Mathlib

open MeasureTheory Set Filter Topology

namespace SurfaceIntegralSplitting

noncomputable section
```

The structure `Stationary V E f df ddf` says that `df` and `ddf` are the first and second derivatives of `f` on [0,∞), and that −f″/2 + Vf = Ef holds at every point there. The set `Ici 0` in `HasDerivWithinAt` is [0,∞), which makes the derivative one-sided at the midplane and ordinary at x > 0. Neither normalisation nor f ≠ 0 is required.

```lean
/-- `f` is a twice differentiable solution on `[0,∞)` of the Schrödinger equation
`-f''/2 + V f = E f`, with first and second derivatives `df` and `ddf` (one-sided at `0`). -/
structure Stationary (V : ℝ → ℝ) (E : ℝ) (f df ddf : ℝ → ℝ) : Prop where
  first : ∀ x, 0 ≤ x → HasDerivWithinAt f (df x) (Ici 0) x
  second : ∀ x, 0 ≤ x → HasDerivWithinAt df (ddf x) (Ici 0) x
  schrodinger : ∀ x, 0 ≤ x → -ddf x / 2 + V x * f x = E * f x
```

In `flux`, the arguments `dg` and `dw` stand for g′ and w′.

```lean
/-- The flux `(g w' - w g')/2` between two real states at the point `x`. -/
def flux (g dg w dw : ℝ → ℝ) (x : ℝ) : ℝ := (g x * dw x - w x * dg x) / 2
```

Two combinations serve as localised orbitals, φA = (g + w)/√2 and φB = (g − w)/√2. When g and w have the same sign on x > 0, φA is the larger there in magnitude, hence the name `nearOrbital`.

```lean
/-- The combination `(g + w)/√2` of two states. -/
def nearOrbital (g w : ℝ → ℝ) (x : ℝ) : ℝ := (g x + w x) / √2

/-- The combination `(g - w)/√2` of two states. -/
def farOrbital (g w : ℝ → ℝ) (x : ℝ) : ℝ := (g x - w x) / √2
```

The Gaussian is used for an explicit example at the end.

```lean
/-- The Gaussian `exp(-x²/2)`. -/
def gaussian (x : ℝ) : ℝ := Real.exp (-(x ^ 2 / 2))
```

## Both states belong to the same potential

Physically, g and w are two levels of one Hamiltonian. By hand, the product rule gives

F′ = (g′w′ + g w″ − w′g′ − w g″) / 2 = (g w″ − w g″) / 2.

The Schrödinger equations read w″/2 = (V − Eu) w and g″/2 = (V − Eg) g, so

F′ = g (V − Eu) w − w (V − Eg) g = −(Eu − Eg) g w.

The potential has cancelled. In the proof, `mul`, `sub` and `div_const` differentiate the flux, and `linear_combination` multiplies the equation for g by w, that for w by g, and subtracts.

```lean
variable {V g dg ddg w dw ddw : ℝ → ℝ} {Eg Eu : ℝ}

/-- For two stationary states of the same potential, the flux changes along the half-line
at the rate `-(Eu - Eg) g w`. -/
theorem flux_hasDerivWithinAt (hg : Stationary V Eg g dg ddg)
    (hw : Stationary V Eu w dw ddw) {x : ℝ} (hx : 0 ≤ x) :
    HasDerivWithinAt (flux g dg w dw) (-(Eu - Eg) * (g x * w x)) (Ici 0) x := by
  have h := (((hg.first x hx).mul (hw.second x hx)).sub
    ((hw.first x hx).mul (hg.second x hx))).div_const 2
  refine HasDerivWithinAt.congr_deriv h ?_
  -- the potential cancels between the two Schrödinger equations
  linear_combination w x * hg.schrodinger x hx - g x * hw.schrodinger x hx
```

With different potentials Vg and Vu, the term (Vu − Vg) g w would remain in F′, and the change of flux would no longer follow from the splitting and the overlap alone.

The equation is also required at every point, with a genuine second derivative. A finite step of V at some x > 0 is therefore excluded unless the state vanishes there, because a derivative cannot have a jump.

## The product is integrable and the flux dies out at infinity

For bound states, both conditions express decay far from the midplane. By hand, F′ is integrated from a dividing point a ≥ 0 to infinity:

0 − F(a) = −(Eu − Eg) ∫ₐ^∞ g w dx,

and a change of sign gives

(Eu − Eg) ∫ₐ^∞ g w dx = F(a).

In Lean, this is one application of `integral_Ioi_of_hasDerivAt_of_tendsto`, the fundamental theorem of calculus on a half-line. It takes four inputs:

- continuity of the function from the right at a (`hcont`);
- an ordinary derivative at every x > a (`hderiv`);
- integrability of that derivative on (a,∞), obtained from `hint`;
- a limit at infinity (`hlim`).

It returns the integral of the derivative as the limit minus the value at a. No two-sided derivative is needed at the endpoint, so one-sided data at the midplane suffice even for a = 0. For x > a, the set [0,∞) is a neighbourhood of x, and `hasDerivAt` turns the one-sided statement into the ordinary one.

```lean
/-- For two stationary states of the same potential with `g w` integrable beyond a dividing
point `a ≥ 0` and flux vanishing at infinity, the energy difference times the overlap
beyond `a` equals the flux at `a`. -/
theorem splitting_eq_flux (hg : Stationary V Eg g dg ddg)
    (hw : Stationary V Eu w dw ddw) {a : ℝ} (ha : 0 ≤ a)
    (hint : IntegrableOn (fun x => g x * w x) (Ioi a))
    (hlim : Tendsto (flux g dg w dw) atTop (𝓝 0)) :
    (Eu - Eg) * ∫ x in Ioi a, g x * w x = flux g dg w dw a := by
  have hcont : ContinuousWithinAt (flux g dg w dw) (Ici a) a :=
    (flux_hasDerivWithinAt hg hw ha).continuousWithinAt.mono (Ici_subset_Ici.2 ha)
  have hderiv : ∀ x ∈ Ioi a,
      HasDerivAt (flux g dg w dw) (-(Eu - Eg) * (g x * w x)) x := by
    intro x hx
    have hx0 : 0 < x := lt_of_le_of_lt ha (mem_Ioi.1 hx)
    exact (flux_hasDerivWithinAt hg hw hx0.le).hasDerivAt (Ici_mem_nhds hx0)
  -- integrate the derivative of the flux from `a` to infinity
  have hI := integral_Ioi_of_hasDerivAt_of_tendsto hcont hderiv
    (Integrable.const_mul hint (-(Eu - Eg))) hlim
  rw [integral_const_mul] at hI
  linear_combination -hI
```

Without the flux condition the formula can fail. Take V = (x⁴ − 2x)/2, Eg = Eu = 0 and

g(x) = exp(−x³/3),  w(x) = g(x) ∫₀^x g(t)⁻² dt.

Both solve the Schrödinger equation, w(0) = 0, and g w falls off as 1/(2x²), so it is integrable. Yet w grows without bound and F = 1/2 everywhere. At a = 0 the left side is 0 and the right side is 1/2. In general, for integrable g w, the flux has some limit L, and F(a) must be replaced by F(a) − L.

Integrability has a different role. If Eu ≠ Eg, a vanishing flux already makes the integral from a to R converge as R → ∞, but possibly only through cancellation. Lean's integral requires absolute integrability and is 0 by convention otherwise, so `hint` excludes that case.

## The state w vanishes at the midplane

This is the node of an odd state. A hard wall at x = 0 would force g(0) = 0 as well, and both sides of the formula would be 0. By hand, setting a = 0 gives

F(0) = (g(0) w′(0) − w(0) g′(0)) / 2 = g(0) w′(0) / 2.

The proof does the same: it rewrites with `splitting_eq_flux`, unfolds `flux` and inserts `hw0`.

```lean
/-- Surface-integral formula: let `g` and `w` be stationary states of the same potential on
`[0,∞)`, with `w(0) = 0`, `g w` integrable and flux vanishing at infinity. Then
`(Eu - Eg) ∫ g w = g(0) w'(0) / 2`. -/
theorem surface_integral_formula (hg : Stationary V Eg g dg ddg)
    (hw : Stationary V Eu w dw ddw) (hw0 : w 0 = 0)
    (hint : IntegrableOn (fun x => g x * w x) (Ioi 0))
    (hlim : Tendsto (flux g dg w dw) atTop (𝓝 0)) :
    (Eu - Eg) * ∫ x in Ioi 0, g x * w x = g 0 * dw 0 / 2 := by
  rw [splitting_eq_flux hg hw le_rfl hint hlim, flux, hw0]
  ring
```

Without w(0) = 0, the term −w(0) g′(0)/2 stays on the right. The formula thus needs only w(0) g′(0) = 0, and a vanishing slope of g would serve equally well. Given the node of w, the slope of g is free. This matters for a delta-function barrier at the midplane, where an even state has a cusp and g′(0), taken from the right, is not zero.

## The state g has zero slope at the midplane

In a smooth symmetric potential, both midplane conditions follow from parity. If p(−x) = p(x) and p has slope s at 0, the chain rule gives the same function the slope −s, so s = 0. If q(−x) = −q(x), then q(0) = −q(0), so q(0) = 0. The proof uses the chain rule and uniqueness of the derivative. Differentiability at 0 is two-sided here, which rules out the cusp.

```lean
/-- An even function differentiable at the midplane has zero slope there, and an odd function
vanishes there. -/
theorem midplane_of_parity {p q : ℝ → ℝ} {s : ℝ} (hp : ∀ x, p (-x) = p x)
    (hs : HasDerivAt p s 0) (hq : ∀ x, q (-x) = -q x) : s = 0 ∧ q 0 = 0 := by
  constructor
  · have h0 : HasDerivAt p s (-0) := by simpa using hs
    have h1 : HasDerivAt (fun x => p (-x)) (s * -1) 0 :=
      HasDerivAt.comp 0 h0 (hasDerivAt_neg 0)
    simp only [hp] at h1
    have h2 := hs.unique h1
    linarith
  · have h := hq 0
    rw [neg_zero] at h
    linarith
```

The zero slope is used when the result is written in localised orbitals. By hand,

φA² − φB² = 2 g w,

φA(0) φA′(0) = g(0) (g′(0) + w′(0)) / 2 = g(0) w′(0) / 2,

where the first equality in the second line uses w(0) = 0 and the last uses g′(0) = 0. Twice the main formula then becomes

(Eu − Eg) ∫₀^∞ (φA² − φB²) dx = 2 φA(0) φA′(0).

In the proof, `hd` is the first identity and `hb` the second. The theorem also states that `nearOrbital dg dw 0` is the right-hand derivative of φA at 0.

```lean
/-- Under the hypotheses of the surface-integral formula and `g'(0) = 0`, the orbitals
`φA = (g + w)/√2` and `φB = (g - w)/√2` satisfy
`(Eu - Eg) ∫ (φA² - φB²) = 2 φA(0) φA'(0)`, the integral running over the half-line. -/
theorem localised_surface_formula (hg : Stationary V Eg g dg ddg)
    (hw : Stationary V Eu w dw ddw) (hg0 : dg 0 = 0) (hw0 : w 0 = 0)
    (hint : IntegrableOn (fun x => g x * w x) (Ioi 0))
    (hlim : Tendsto (flux g dg w dw) atTop (𝓝 0)) :
    HasDerivWithinAt (nearOrbital g w) (nearOrbital dg dw 0) (Ici 0) 0 ∧
    (Eu - Eg) * ∫ x in Ioi 0, (nearOrbital g w x ^ 2 - farOrbital g w x ^ 2)
      = 2 * (nearOrbital g w 0 * nearOrbital dg dw 0) := by
  have h2 : (0 : ℝ) ≤ 2 := by norm_num
  refine ⟨((hg.first 0 le_rfl).add (hw.first 0 le_rfl)).div_const (√2), ?_⟩
  -- the difference of the two densities is twice the product `g w`
  have hd : ∀ x, nearOrbital g w x ^ 2 - farOrbital g w x ^ 2 = 2 * (g x * w x) := by
    intro x
    simp only [nearOrbital, farOrbital, div_pow, Real.sq_sqrt h2]
    ring
  have hb : nearOrbital g w 0 * nearOrbital dg dw 0 = g 0 * dw 0 / 2 := by
    simp only [nearOrbital]
    rw [hw0, hg0, div_mul_div_comm, Real.mul_self_sqrt h2]
    ring
  simp only [hd]
  rw [integral_const_mul, hb]
  linear_combination 2 * surface_integral_formula hg hw hw0 hint hlim
```

Without g′(0) = 0, the right side would exceed the left by g(0) g′(0), so the localised form needs g(0) g′(0) = 0.

For g even and w odd, both normalised on the whole line, and φA concentrated on x > 0, the integral is close to 1, which suggests the estimate Eu − Eg ≈ 2 φA(0) φA′(0). The theorem keeps the integral and makes no such approximation.

## The signs of the overlap and of the midplane flux

Two sign conditions order the levels: g w ≥ 0 for x > 0, and g(0) w′(0) > 0. They describe a pair of states without sign changes on the open half-line, with w′(0) of the same sign as g(0).

By hand, the first condition gives ∫₀^∞ g w dx ≥ 0. If Eg ≥ Eu, the left side of the main formula would be at most 0, while the right side is positive. Hence Eg < Eu. In the proof, `setIntegral_nonneg` supplies the sign of the integral and `nlinarith` closes the contradiction.

```lean
/-- Under the hypotheses of the surface-integral formula, if `g w` is nowhere negative on the
half-line and `g(0) w'(0) > 0`, then `Eg` lies strictly below `Eu`. -/
theorem level_ordering (hg : Stationary V Eg g dg ddg)
    (hw : Stationary V Eu w dw ddw) (hw0 : w 0 = 0)
    (hint : IntegrableOn (fun x => g x * w x) (Ioi 0))
    (hlim : Tendsto (flux g dg w dw) atTop (𝓝 0))
    (hpos : ∀ x, 0 < x → 0 ≤ g x * w x) (hflux : 0 < g 0 * dw 0) : Eg < Eu := by
  have hI : 0 ≤ ∫ x in Ioi 0, g x * w x :=
    setIntegral_nonneg measurableSet_Ioi (fun x hx => hpos x (mem_Ioi.1 hx))
  have h := surface_integral_formula hg hw hw0 hint hlim
  by_contra hE
  have hE' : 0 ≤ Eg - Eu := by linarith [not_lt.1 hE]
  nlinarith [mul_nonneg hE' hI]
```

The argument needs only a non-negative integral. Without that, the order can reverse: in V = x²/2, take g = (1 − 2x²) exp(−x²/2) with Eg = 5/2 and w = x exp(−x²/2) with Eu = 3/2. Then g(0) w′(0) = 1, but the integral of g w is −1/2.

Strict positivity of g(0) w′(0) matters too. With w = 0 everywhere, which is not a physical state but satisfies `Stationary`, any Eu is allowed, and the energies have no fixed order.

## The harmonic oscillator meets the conditions

For V = x²/2, the two lowest states are, up to normalisation, g = exp(−x²/2) with energy 1/2 and w = x exp(−x²/2) with energy 3/2. The chain rule gives g′ = −x g, and differentiating again gives

g″ = (x² − 1) g,  w′ = (1 − x²) g,  w″ = (x³ − 3x) g.

Substitution confirms both Schrödinger equations.

```lean
/-- The Gaussian has derivative `-x exp(-x²/2)`. -/
theorem gaussian_hasDerivAt (x : ℝ) : HasDerivAt gaussian (-x * gaussian x) x := by
  have hsq : HasDerivAt (fun y : ℝ => y ^ 2) (2 * x) x := by
    simpa using hasDerivAt_pow 2 x
  refine HasDerivAt.congr_deriv (hsq.div_const 2).fun_neg.exp ?_
  unfold gaussian
  ring
```

The product g w = x exp(−x²) is integrable, and the flux is

F = ((1 − x²) g² + x² g²) / 2 = g² / 2,

which tends to 0. The theorem collects these statements, with g′(0) = 0 and w(0) = 0 as its two short equalities. In the proof, `ring` verifies the algebra, a Mathlib lemma on x exp(−bx²) gives integrability, and the limit follows from that of the exponential.

```lean
/-- In the harmonic potential `x²/2`, the states `exp(-x²/2)` and `x exp(-x²/2)`, with energies
`1/2` and `3/2`, meet all hypotheses of the surface-integral formula, and the first has zero
slope at the midplane. -/
theorem oscillator_witness :
    Stationary (fun x => x ^ 2 / 2) (1 / 2) gaussian (fun x => -x * gaussian x)
      (fun x => (x ^ 2 - 1) * gaussian x) ∧
    Stationary (fun x => x ^ 2 / 2) (3 / 2) (fun x => x * gaussian x)
      (fun x => (1 - x ^ 2) * gaussian x) (fun x => (x ^ 3 - 3 * x) * gaussian x) ∧
    -(0 : ℝ) * gaussian 0 = 0 ∧ (0 : ℝ) * gaussian 0 = 0 ∧
    IntegrableOn (fun x => gaussian x * (x * gaussian x)) (Ioi 0) ∧
    Tendsto (flux gaussian (fun x => -x * gaussian x) (fun x => x * gaussian x)
      (fun x => (1 - x ^ 2) * gaussian x)) atTop (𝓝 0) := by
  have hdg : ∀ x : ℝ, HasDerivAt (fun y => -y * gaussian y)
      ((x ^ 2 - 1) * gaussian x) x := fun x =>
    ((hasDerivAt_id' x).fun_neg.fun_mul (gaussian_hasDerivAt x)).congr_deriv (by ring)
  have hw : ∀ x : ℝ, HasDerivAt (fun y => y * gaussian y)
      ((1 - x ^ 2) * gaussian x) x := fun x =>
    ((hasDerivAt_id' x).fun_mul (gaussian_hasDerivAt x)).congr_deriv (by ring)
  have hdw : ∀ x : ℝ, HasDerivAt (fun y => (1 - y ^ 2) * gaussian y)
      ((x ^ 3 - 3 * x) * gaussian x) x := by
    intro x
    have hsq : HasDerivAt (fun y : ℝ => y ^ 2) (2 * x) x := by
      simpa using hasDerivAt_pow 2 x
    exact ((hsq.const_sub 1).fun_mul (gaussian_hasDerivAt x)).congr_deriv (by ring)
  have sg : ∀ x : ℝ, -((x ^ 2 - 1) * gaussian x) / 2 + x ^ 2 / 2 * gaussian x
      = 1 / 2 * gaussian x := fun x => by ring
  have sw : ∀ x : ℝ, -((x ^ 3 - 3 * x) * gaussian x) / 2 + x ^ 2 / 2 * (x * gaussian x)
      = 3 / 2 * (x * gaussian x) := fun x => by ring
  refine ⟨⟨fun x _ => (gaussian_hasDerivAt x).hasDerivWithinAt,
      fun x _ => (hdg x).hasDerivWithinAt, fun x _ => sg x⟩,
    ⟨fun x _ => (hw x).hasDerivWithinAt,
      fun x _ => (hdw x).hasDerivWithinAt, fun x _ => sw x⟩,
    by ring, by ring, ?_, ?_⟩
  · have e : (fun x => gaussian x * (x * gaussian x))
        = fun x : ℝ => x * Real.exp (-1 * x ^ 2) := by
      funext x
      have h : Real.exp (-1 * x ^ 2) = gaussian x * gaussian x := by
        unfold gaussian
        rw [← Real.exp_add]
        congr 1
        ring
      rw [h]
      ring
    rw [e]
    exact (integrable_mul_exp_neg_mul_sq one_pos).integrableOn
  · -- the flux is half the squared Gaussian
    have e : flux gaussian (fun x => -x * gaussian x) (fun x => x * gaussian x)
        (fun x => (1 - x ^ 2) * gaussian x) = fun x => gaussian x * gaussian x / 2 := by
      funext x
      unfold flux
      ring
    have hsq : Tendsto (fun x : ℝ => x ^ 2 / 2) atTop atTop :=
      (tendsto_pow_atTop two_ne_zero).atTop_div_const two_pos
    have hG : Tendsto gaussian atTop (𝓝 0) :=
      Real.tendsto_exp_neg_atTop_nhds_zero.comp hsq
    rw [e]
    simpa using (hG.mul hG).div_const 2

end

end SurfaceIntegralSplitting
```

Here Eu − Eg = 1, and both sides of the surface formula equal 1/2. For states normalised on the whole line, g is multiplied by π^(−1/4) and w by √2 π^(−1/4), and both sides become 1/√(2π).

```lean
#print axioms SurfaceIntegralSplitting.splitting_eq_flux
-- 'SurfaceIntegralSplitting.splitting_eq_flux' depends on axioms: [propext, Classical.choice, Quot.sound]
#print axioms SurfaceIntegralSplitting.midplane_of_parity
-- 'SurfaceIntegralSplitting.midplane_of_parity' depends on axioms: [propext, Classical.choice, Quot.sound]
#print axioms SurfaceIntegralSplitting.localised_surface_formula
-- 'SurfaceIntegralSplitting.localised_surface_formula' depends on axioms: [propext, Classical.choice, Quot.sound]
#print axioms SurfaceIntegralSplitting.level_ordering
-- 'SurfaceIntegralSplitting.level_ordering' depends on axioms: [propext, Classical.choice, Quot.sound]
```
